# The periodic zero-field Ising chain: its partition function as the trace of a transfer-matrix power

To compute the free energy of a ring of $N$ Ising spins, one can replace the sum over $2^N$ configurations by the trace of the $N$-th power of a $2\times2$ matrix. For spins $s_i=\pm1$ on sites $i=0,\dots,N-1$, with $N\ge1$ and site indices taken modulo $N$, the replacement reads

$$Z_N(K)=\sum_{s}\exp\Big(K\sum_{i=0}^{N-1}s_is_{i+1}\Big)=\operatorname{Tr}T^N=(2\cosh K)^N+(2\sinh K)^N,$$

where $T$ has entries $T(s,s')=e^{Kss'}$. The real number $K=J/k_BT_{\rm temp}$ is the exchange coupling $J$ in units of the thermal energy, for the energy $-J\sum_i s_is_{i+1}$. It may have either sign. The closed form gives an exact finite-size reference for a Monte Carlo simulation of this classical, one-dimensional, nearest-neighbour model without a field.

```lean
import Mathlib

open Filter Topology

namespace IsingTransferMatrix

noncomputable section
```

## Separating the first spin

A configuration of $n+1$ sites consists of the state $c$ of site 0 and a configuration $\tau$ of the other $n$ sites. Hence

$$\sum_\sigma F(\sigma)=\sum_c\sum_\tau F(c,\tau).$$

In Lean a configuration is a function `Fin n → S` from sites to a finite set of states, and `Fin.cons c τ` places $c$ in front of $\tau$. The proof reindexes the sum along this bijection.

```lean
/-- A sum over configurations of `n + 1` sites is a sum over the state of the first site
and over the configurations of the remaining `n` sites. -/
theorem sum_config_succ {S M : Type*} [Fintype S] [AddCommMonoid M] (n : ℕ)
    (F : (Fin (n + 1) → S) → M) :
    ∑ σ, F σ = ∑ c : S, ∑ τ : Fin n → S, F (Fin.cons c τ) := by
  calc ∑ σ, F σ = ∑ p : S × (Fin n → S), F (Fin.cons p.1 p.2) :=
        ((Fin.consEquiv fun _ : Fin (n + 1) => S).sum_comp F).symm
    _ = ∑ c : S, ∑ τ : Fin n → S, F (Fin.cons c τ) := by
        simp only [Fintype.sum_prod_type]
```

## Matrix products as sums over open paths

Let $T_0,\dots,T_n$ be square matrices indexed by the states. Writing out the matrix multiplications gives

$$(T_0T_1\cdots T_n)(a,b)=\sum_{x_1,\dots,x_n}\prod_{i=0}^{n}T_i(x_i,x_{i+1}),\qquad x_0=a,\quad x_{n+1}=b.$$

For $n=0$ there are no intermediate states and both sides are $T_0(a,b)$. For the induction step, separate the first factor,

$$(T_0T_1\cdots T_{n+1})(a,b)=\sum_c T_0(a,c)\,(T_1\cdots T_{n+1})(c,b),$$

and apply the formula for $n+1$ matrices to the last bracket. The state $c$ becomes the first intermediate state of the longer path.

The intermediate states form `σ`, so $x_{i+1}$ is `σ i` for $i<n$. The left ends of the bonds are then listed by `Fin.cons a σ`, and the right ends by `Fin.snoc σ b`, which appends $b$. The equality `h` in the proof says that prepending $c$ and appending $b$ can be done in either order. The ordered product is the product of a list, since matrices need not commute, and the entries may lie in any commutative semiring.

```lean
/-- The `(a, b)` entry of an ordered product of `n + 1` matrices is the sum, over the `n`
intermediate states of an open chain from `a` to `b`, of the product of the bond weights. -/
theorem prod_apply_eq_sum_paths {S R : Type*} [Fintype S] [DecidableEq S] [CommSemiring R]
    (n : ℕ) (T : Fin (n + 1) → Matrix S S R) (a b : S) :
    (List.ofFn T).prod a b =
      ∑ σ : Fin n → S, ∏ i : Fin (n + 1),
        T i ((Fin.cons a σ : Fin (n + 1) → S) i) ((Fin.snoc σ b : Fin (n + 1) → S) i) := by
  revert T a
  induction n with
  | zero =>
    intro T a
    have hs : ∀ σ : Fin 0 → S, (Fin.snoc σ b : Fin (0 + 1) → S) 0 = b := fun σ => by
      exact Fin.snoc_last (α := fun _ => S) b σ
    simp [hs]
  | succ n ih =>
    intro T a
    -- peel off the first matrix and the first intermediate state `c`
    rw [List.ofFn_succ, List.prod_cons, Matrix.mul_apply, sum_config_succ n]
    refine Finset.sum_congr rfl fun c _ => ?_
    rw [ih, Finset.mul_sum]
    refine Finset.sum_congr rfl fun τ _ => ?_
    have h : (Fin.snoc (Fin.cons c τ : Fin (n + 1) → S) b : Fin (n + 1 + 1) → S) =
        (Fin.cons c (Fin.snoc τ b : Fin (n + 1) → S) : Fin (n + 1 + 1) → S) :=
      (Fin.cons_snoc_eq_snoc_cons c τ b).symm
    symm
    rw [h, Fin.prod_univ_succ]
    simp only [Fin.cons_zero, Fin.cons_succ]
```

## Closing the path into a ring

The trace sets $b=a$ and sums over $a$. With $N=n+1$ matrices, the path has $n$ intermediate states and returns to its starting point. Naming the starting state $\sigma_0$ and the intermediate ones $\sigma_1,\dots,\sigma_{N-1}$, we obtain

$$\operatorname{Tr}(T_0\cdots T_{N-1})=\sum_\sigma\prod_{i=0}^{N-1}T_i(\sigma_i,\sigma_{i+1}),\qquad \sigma_N=\sigma_0.$$

The periodic boundary condition is contained in the addition of `Fin N`, where `i + 1` wraps from the last site to 0. The hypothesis `[NeZero N]` expresses $N\ge1$. The step `hrot` checks that the list of right ends is the configuration shifted by one site, treating the last bond separately from the others.

```lean
/-- The trace of an ordered product of `N ≥ 1` matrices is the sum over all configurations
of a ring of `N` sites of the product of the bond weights. -/
theorem trace_prod_eq_sum_rings {S R : Type*} [Fintype S] [DecidableEq S] [CommSemiring R]
    (N : ℕ) [NeZero N] (T : Fin N → Matrix S S R) :
    (List.ofFn T).prod.trace = ∑ σ : Fin N → S, ∏ i, T i (σ i) (σ (i + 1)) := by
  obtain ⟨n, rfl⟩ : ∃ n, N = n + 1 := ⟨N - 1, by have := NeZero.ne N; omega⟩
  rw [sum_config_succ n]
  simp only [Matrix.trace, Matrix.diag_apply]
  refine Finset.sum_congr rfl fun a _ => ?_
  rw [prod_apply_eq_sum_paths]
  refine Finset.sum_congr rfl fun τ _ => ?_
  -- a path that returns to `a`, shifted by one site, is the cyclically rotated configuration
  have hrot : ∀ i : Fin (n + 1),
      (Fin.cons a τ : Fin (n + 1) → S) (i + 1) = (Fin.snoc τ a : Fin (n + 1) → S) i := by
    intro i
    refine Fin.lastCases ?_ (fun j => ?_) i
    · have h1 : Fin.last n + 1 = 0 := by
        simp
      simp only [h1, Fin.cons_zero, Fin.snoc_last]
    · have h2 : j.castSucc + 1 = j.succ := by
        simp
      simp only [h2, Fin.cons_succ, Fin.snoc_castSucc]
  refine Finset.prod_congr rfl fun i _ => ?_
  rw [hrot i]
```

If all matrices are equal, the ordered product is a power:

$$\operatorname{Tr}T^N=\sum_\sigma\prod_{i=0}^{N-1}T(\sigma_i,\sigma_{i+1}).$$

```lean
/-- For one matrix `T` on every bond, `Tr (T ^ N)` is the sum over ring configurations of the
product of the bond weights. -/
theorem trace_pow_eq_sum_rings {S R : Type*} [Fintype S] [DecidableEq S] [CommSemiring R]
    (N : ℕ) [NeZero N] (T : Matrix S S R) :
    (T ^ N).trace = ∑ σ : Fin N → S, ∏ i, T (σ i) (σ (i + 1)) := by
  have hc : (List.ofFn fun _ : Fin N => T).prod = T ^ N := by
    simp
  rw [← hc]
  exact trace_prod_eq_sum_rings N (fun _ => T)
```

## Spins, weights and partition functions

The two states of a site are the Boolean values, and `spin` assigns them the numbers $+1$ and $-1$.

```lean
/-- The value `+1` or `-1` of an Ising spin. -/
def spin : Bool → ℝ
  | true => 1
  | false => -1
```

The transfer matrix collects the Boltzmann weights of one bond, $T(K)(s,s')=e^{Kss'}$.

```lean
/-- The zero-field transfer matrix with entries `exp (K s s')`. -/
def transfer (K : ℝ) : Matrix Bool Bool ℝ :=
  Matrix.of fun a b => Real.exp (K * (spin a * spin b))
```

Its symmetry under reversal of both spins suggests the normalised vectors $v_\pm=(1,\pm1)/\sqrt2$, which are even and odd under a spin flip. The projector onto the even vector, $P_+=v_+v_+^{\mathsf T}$, has all entries equal to $1/2$.

```lean
/-- The projector onto the spin-flip even vector, with all entries `1 / 2`. -/
def evenProj : Matrix Bool Bool ℝ :=
  Matrix.of fun _ _ => 1 / 2
```

The projector onto the odd vector, $P_-=v_-v_-^{\mathsf T}$, has entries $ss'/2$.

```lean
/-- The projector onto the spin-flip odd vector, with entries `s s' / 2`. -/
def oddProj : Matrix Bool Bool ℝ :=
  Matrix.of fun a b => spin a * spin b / 2
```

The calculation works equally well when each bond has its own coupling. Let $K_i$ belong to the bond from site $i$ to site $i+1$, and define

$$Z(K_0,\dots,K_{N-1})=\sum_s\exp\Big(\sum_{i=0}^{N-1}K_is_is_{i+1}\Big).$$

```lean
/-- The partition function of a ring of `N` Ising spins with coupling `K i` on the bond from
site `i` to site `i + 1`, counted cyclically. -/
def ringPartition (N : ℕ) [NeZero N] (K : Fin N → ℝ) : ℝ :=
  ∑ σ : Fin N → Bool, Real.exp (∑ i, K i * (spin (σ i) * spin (σ (i + 1))))
```

The uniform chain has its own definition, with $K$ in front of the sum as in the opening formula.

```lean
/-- The partition function of the periodic zero-field Ising chain of `N` spins with uniform
coupling `K`. -/
def isingPartition (N : ℕ) [NeZero N] (K : ℝ) : ℝ :=
  ∑ σ : Fin N → Bool, Real.exp (K * ∑ i, spin (σ i) * spin (σ (i + 1)))
```

Both definitions count one bond per site. For $N=1$ the spin is its own neighbour and $Z_1=2e^K$. For $N=2$ the two spins are joined by two bonds, and $Z_2=2e^{2K}+2e^{-2K}$.

A different model would take the bonds to be the edges of a simple graph, with no loops and no double edges. Nothing would change for $N\ge3$, but a single spin would have partition function $2$ and a pair would have $4\cosh K$. The closed formula for general $K$ would then require $N\ge3$.

## Diagonalising the bond weight

Since $ss'=\pm1$, the exponential splits into its even and odd parts:

$$e^{Kss'}=\cosh K+ss'\sinh K=2\cosh K\cdot\tfrac12+2\sinh K\cdot\tfrac{ss'}2.$$

Therefore $T(K)=2\cosh K\,P_++2\sinh K\,P_-$. Lean compares the four entries after writing the hyperbolic functions as exponentials.

```lean
/-- The transfer matrix is `2 cosh K` times the even projector plus `2 sinh K` times the odd
projector. -/
theorem transfer_spectral (K : ℝ) :
    transfer K = (2 * Real.cosh K) • evenProj + (2 * Real.sinh K) • oddProj := by
  have ht : spin true = 1 := rfl
  have hf : spin false = -1 := rfl
  ext a b
  cases a <;> cases b <;>
    simp only [transfer, evenProj, oddProj, Matrix.add_apply, Matrix.smul_apply,
      Matrix.of_apply, smul_eq_mul, ht, hf, Real.cosh_eq, Real.sinh_eq, mul_one, mul_neg,
      neg_neg] <;>
    ring
```

The projectors satisfy $P_\pm^2=P_\pm$ and $P_+P_-=P_-P_+=0$, so

$$(aP_++bP_-)(cP_++dP_-)=ac\,P_++bd\,P_-.$$

Entry by entry, this is a sum over one intermediate spin $s_k$, in which the terms linear in $s_k$ cancel and $s_k^2=1$. The tactic `ring` finishes exactly this computation.

```lean
/-- Linear combinations of the even and odd projectors multiply coefficient by coefficient. -/
theorem parity_mul (a b c d : ℝ) :
    (a • evenProj + b • oddProj) * (c • evenProj + d • oddProj) =
      (a * c) • evenProj + (b * d) • oddProj := by
  have ht : spin true = 1 := rfl
  have hf : spin false = -1 := rfl
  ext i j
  simp only [Matrix.mul_apply, Fintype.sum_bool, evenProj, oddProj, Matrix.add_apply,
    Matrix.smul_apply, Matrix.of_apply, smul_eq_mul, ht, hf]
  ring
```

Multiplying the bond matrices one after another now only multiplies coefficients:

$$T(K_0)\cdots T(K_{N-1})=\Big(\prod_i2\cosh K_i\Big)P_++\Big(\prod_i2\sinh K_i\Big)P_-.$$

The induction starts from the empty product, where the identity is $P_++P_-=1$. Its step separates the first matrix and uses the multiplication rule above.

```lean
/-- A product of transfer matrices is `∏ 2 cosh K i` times the even projector plus
`∏ 2 sinh K i` times the odd projector. -/
theorem prod_transfer (N : ℕ) (K : Fin N → ℝ) :
    (List.ofFn fun i => transfer (K i)).prod =
      (∏ i, 2 * Real.cosh (K i)) • evenProj + (∏ i, 2 * Real.sinh (K i)) • oddProj := by
  -- the two projectors resolve the identity
  have hone : evenProj + oddProj = 1 := by
    ext a b
    rw [Matrix.one_apply]
    cases a <;> cases b <;> simp [evenProj, oddProj, spin] <;> norm_num
  revert K
  induction N with
  | zero =>
    intro K
    simp [hone]
  | succ n ih =>
    intro K
    rw [List.ofFn_succ, List.prod_cons, ih (fun i => K i.succ), transfer_spectral (K 0),
      parity_mul, Fin.prod_univ_succ, Fin.prod_univ_succ]
```

## The ring with bond-dependent couplings

The exponential of a sum is a product of exponentials, so the weight of a configuration is

$$\exp\Big(\sum_iK_is_is_{i+1}\Big)=\prod_iT(K_i)(s_i,s_{i+1}).$$

Summing over configurations and using the trace formula for rings gives $Z=\operatorname{Tr}\big(T(K_0)\cdots T(K_{N-1})\big)$.

```lean
/-- The partition function of the ring is the trace of the ordered product of the transfer
matrices of its bonds. -/
theorem ringPartition_eq_trace (N : ℕ) [NeZero N] (K : Fin N → ℝ) :
    ringPartition N K = (List.ofFn fun i => transfer (K i)).prod.trace := by
  rw [trace_prod_eq_sum_rings]
  -- the Boltzmann weight factorises over bonds
  simp only [ringPartition, Real.exp_sum, transfer, Matrix.of_apply]
```

Each projector has trace one: $\operatorname{Tr}P_\pm=\tfrac12+\tfrac12$. Taking the trace of the product therefore yields

$$Z(K_0,\dots,K_{N-1})=\prod_i2\cosh K_i+\prod_i2\sinh K_i.$$

```lean
/-- With bond-dependent couplings the partition function of the ring is
`∏ 2 cosh K i + ∏ 2 sinh K i`. -/
theorem ringPartition_eq (N : ℕ) [NeZero N] (K : Fin N → ℝ) :
    ringPartition N K = ∏ i, 2 * Real.cosh (K i) + ∏ i, 2 * Real.sinh (K i) := by
  have ht : spin true = 1 := rfl
  have hf : spin false = -1 := rfl
  rw [ringPartition_eq_trace, prod_transfer]
  -- both projectors have trace one
  simp only [Matrix.trace, Matrix.diag_apply, Fintype.sum_bool, evenProj, oddProj,
    Matrix.add_apply, Matrix.smul_apply, Matrix.of_apply, smul_eq_mul, ht, hf]
  ring
```

## The uniform ring

For $K_i=K$ the products become powers. The theorem `isingPartition_eq` is a conjunction: the configuration sum equals $\operatorname{Tr}T^N$, and this trace equals $(2\cosh K)^N+(2\sinh K)^N$, for every $N\ge1$ and every real $K$. The first part comes from the formula for the trace of a power. The second identifies the uniform sum with the bond-dependent one at constant couplings and evaluates the products.

```lean
/-- The partition function of the periodic zero-field Ising chain of `N ≥ 1` spins equals
`Tr (T ^ N)`, and this trace equals `(2 cosh K) ^ N + (2 sinh K) ^ N`. -/
theorem isingPartition_eq (N : ℕ) [NeZero N] (K : ℝ) :
    isingPartition N K = (transfer K ^ N).trace ∧
      (transfer K ^ N).trace = (2 * Real.cosh K) ^ N + (2 * Real.sinh K) ^ N := by
  have htrace : isingPartition N K = (transfer K ^ N).trace := by
    rw [trace_pow_eq_sum_rings]
    simp only [isingPartition, Finset.mul_sum, Real.exp_sum, transfer, Matrix.of_apply]
  have huniform : isingPartition N K = ringPartition N (fun _ => K) := by
    simp only [isingPartition, ringPartition, Finset.mul_sum]
  refine ⟨htrace, ?_⟩
  rw [← htrace, huniform, ringPartition_eq]
  simp only [Finset.prod_const, Finset.card_univ, Fintype.card_fin]
```

## The free energy per spin of a long ring

Put $t=\sinh K/\cosh K$. Because $\cosh K\pm\sinh K=e^{\pm K}>0$, we have $|t|<1$. Factoring out the larger term gives

$$Z_N=(2\cosh K)^N(1+t^N),\qquad \frac{\log Z_N}{N}=\log(2\cosh K)+\frac{\log(1+t^N)}N.$$

The factor $1+t^N$ is positive, also for negative $K$ and odd $N$, so the logarithm may be split. As $N\to\infty$, $t^N\to0$ and the last term vanishes, which leaves

$$\lim_{N\to\infty}\frac{\log Z_N}N=\log(2\cosh K).$$

This limit is minus the free energy per spin in units of the thermal energy. It is taken at fixed $K$; the theorem makes no statement about derivatives with respect to $K$, such as the energy or the heat capacity.

Lean writes $N=n+1$ with $n\to\infty$, so that every ring in the sequence has at least one spin. In the proof, `habs` is the bound on $t$, `hsum` is the limit of the right-hand side, and `hZ` is the factorised partition function. The final lines take its logarithm and divide by $n+1$.

```lean
/-- The logarithm of the partition function per spin tends to `log (2 cosh K)` as the number
of spins grows. -/
theorem tendsto_log_isingPartition_div (K : ℝ) :
    Tendsto (fun n : ℕ => Real.log (isingPartition (n + 1) K) / ((n : ℝ) + 1)) atTop
      (𝓝 (Real.log (2 * Real.cosh K))) := by
  have hc : 0 < Real.cosh K := Real.cosh_pos K
  have hc' : Real.cosh K ≠ 0 := hc.ne'
  obtain ⟨t, ht⟩ : ∃ t : ℝ, t = Real.sinh K / Real.cosh K := ⟨_, rfl⟩
  -- the ratio of the odd to the even coefficient has modulus below one
  have habs : |t| < 1 := by
    have h1 := Real.cosh_add_sinh K
    have h2 := Real.cosh_sub_sinh K
    have h3 := Real.exp_pos K
    have h4 := Real.exp_pos (-K)
    rw [ht, abs_lt, lt_div_iff₀ hc, div_lt_iff₀ hc]
    constructor <;> linarith
  have hpow : Tendsto (fun n : ℕ => t ^ (n + 1)) atTop (𝓝 0) :=
    (tendsto_pow_atTop_nhds_zero_of_abs_lt_one habs).comp (tendsto_add_atTop_nat 1)
  have hlog : Tendsto (fun n : ℕ => Real.log (1 + t ^ (n + 1))) atTop
      (𝓝 (Real.log (1 + 0))) :=
    (tendsto_const_nhds.add hpow).log (by norm_num)
  have hinv : Tendsto (fun n : ℕ => 1 / ((n : ℝ) + 1)) atTop (𝓝 0) :=
    tendsto_one_div_add_atTop_nhds_zero_nat
  have hsum : Tendsto
      (fun n : ℕ => Real.log (2 * Real.cosh K) +
        Real.log (1 + t ^ (n + 1)) * (1 / ((n : ℝ) + 1))) atTop
      (𝓝 (Real.log (2 * Real.cosh K) + Real.log (1 + 0) * 0)) :=
    tendsto_const_nhds.add (hlog.mul hinv)
  rw [mul_zero, add_zero] at hsum
  refine hsum.congr fun n => ?_
  have hpos : 0 < 1 + t ^ (n + 1) := by
    have h : |t ^ (n + 1)| < 1 := by
      rw [abs_pow]
      exact pow_lt_one₀ (abs_nonneg t) habs (Nat.succ_ne_zero n)
    linarith [(abs_lt.1 h).1]
  -- factor out the dominant term
  have hZ : isingPartition (n + 1) K = (2 * Real.cosh K) ^ (n + 1) * (1 + t ^ (n + 1)) := by
    have hs : 2 * Real.sinh K = 2 * Real.cosh K * t := by
      rw [ht]
      field_simp
    rw [(isingPartition_eq (n + 1) K).1, (isingPartition_eq (n + 1) K).2, hs,
      mul_pow (2 * Real.cosh K) t]
    ring
  have h2 : (2 * Real.cosh K) ^ (n + 1) ≠ 0 := pow_ne_zero _ (mul_ne_zero two_ne_zero hc')
  have hn : (n : ℝ) + 1 ≠ 0 := by positivity
  rw [hZ, Real.log_mul h2 hpos.ne', Real.log_pow]
  push_cast
  linear_combination (-Real.log (2 * Real.cosh K)) * mul_inv_cancel₀ hn

end

end IsingTransferMatrix
```

```lean
#print axioms IsingTransferMatrix.isingPartition_eq
#print axioms IsingTransferMatrix.tendsto_log_isingPartition_div
```

```
'IsingTransferMatrix.isingPartition_eq' depends on axioms: [propext, Classical.choice, Quot.sound]
'IsingTransferMatrix.tendsto_log_isingPartition_div' depends on axioms: [propext, Classical.choice, Quot.sound]
```
